# Off the free poles, the static Bethe–Salpeter equation in a finite pair basis has a unique solution exactly when the frequency is not an eigenvalue of the pair Hamiltonian

## An electron and a hole that interact

Light that is absorbed in a molecule or a semiconductor lifts an electron and leaves a hole behind. If the two did not interact, the absorption energies would be differences of one-particle energies. Their interaction shifts these energies and can bind the pair into an exciton.

The interacting pair propagator \(L\) obeys a Dyson equation, the Bethe–Salpeter equation, which can be solved at one frequency after another. Exciton energies are also computed as eigenvalues of a matrix \(H\). How does the solvability of the first problem depend on the spectrum of the second?

## Pairs, energies and kernel

Take finitely many pairs of one-particle states, in three classes:

- resonant pairs \(i\in r\), from an occupied to an empty state;
- antiresonant pairs \(j\in a\), with the two states exchanged;
- equal-occupation pairs \(z\), whose two states are both occupied or both empty.

Each active pair, resonant or antiresonant, has an energy \(E_i\) or \(E_j\). In both classes this is the energy of the empty state minus that of the occupied state. Let \(D\) be the diagonal matrix of these energies. At frequency \(w\) the free propagator \(L_0\) is diagonal, with entries

\[
\frac{1}{w-E_i},\qquad -\frac{1}{w+E_j},\qquad 0
\]

on the three classes. The zero arises because the free propagator is proportional to the difference of the two occupations.

The kernel \(K\) is a matrix on all pairs. In the sign convention used here it contains the electron–hole exchange term minus the matrix element of the screened Coulomb interaction; the minus sign makes the electron and the hole attract each other. "Static" means that the same \(K\) serves at every frequency. With indices 1 for active and 2 for equal-occupation pairs, \(K_{11}\) is the kernel between active pairs. Let \(\sigma\) be diagonal, \(+1\) on \(r\) and \(-1\) on \(a\), and define

\[
H=\sigma\,(D+K_{11}).
\]

## The statement

Suppose that \(w\) is not a free pole, so that \(w-E_i\neq0\) for all \(i\) and \(w+E_j\neq0\) for all \(j\). Then

\[
L=L_0+L_0KL
\]

has exactly one solution if and only if \(w\) is not an eigenvalue of \(H\). In that case

\[
L=\begin{pmatrix}(w-H)^{-1}\sigma&0\\0&0\end{pmatrix}.
\]

If \(w\) is an eigenvalue, there is no solution at all.

In Lean the pairs are indexed by `(r ⊕ a) ⊕ z`, and the objects correspond as follows:

- `E` gives the pair energies. They are arbitrary complex numbers, and the two sectors may differ in size and in energies. The usual case, with the same energies in both, is included.
- `freeL E w` is \(L_0\), and `freeActive E w` is its active block.
- `OffPole E w` is the assumption that \(w\) is not a free pole.
- `K.toBlocks₁₁` is \(K_{11}\), and `bseH E K` is \(H\).
- `IsExcitation H w` says that \(Hv=wv\) for some nonzero vector \(v\). Despite the name, it covers every eigenvalue, including negative and complex ones.
- `SolvesBSE E K w L` is the Bethe–Salpeter equation itself.

The theorem `bse_unique_solution_iff` contains the equivalence and the form of the solution, and `no_solution_at_excitation` is the statement at an eigenvalue. Any of the three classes may be empty.

The kernel need not be Hermitian, and \(H\) need not be diagonalisable. The theorems treat one complex \(w\) at a time in a finite basis. They do not derive the kernel from a many-body theory, and they say nothing about whether the eigenvalues are real, about oscillator strengths or about convergence with basis size. Within this finite, static model they connect two computations of optical spectra: solving for \(L\) at chosen frequencies and diagonalising \(H\).

## From the Dyson equation to \(w-H\)

Let \(G\) be the active block of \(L_0\). Its inverse is \(w\sigma-D\), because on the two sectors

\[
(w-E_i)\,\frac1{w-E_i}=1,\qquad
(-w-E_j)\left(-\frac1{w+E_j}\right)=1 .
\]

Since \(\sigma^2=1\),

\[
\sigma(w-H)=w\sigma-D-K_{11}.
\]

Now consider a Dyson equation on the active pairs with a source \(B\) and an unknown \(X\). Multiplication by \(G^{-1}\), and then by \(\sigma\), gives

\[
\begin{aligned}
X=G(B+K_{11}X)
&\iff (w\sigma-D-K_{11})X=B\\
&\iff \sigma(w-H)X=B\\
&\iff (w-H)X=\sigma B .
\end{aligned}
\]

Next, split \(L\) into blocks. The equal-occupation rows of \(L_0\) vanish, so the full equation reads

\[
\begin{aligned}
L_{11}&=G(1+K_{11}L_{11}+K_{12}L_{21}), & L_{21}&=0,\\
L_{12}&=G(K_{11}L_{12}+K_{12}L_{22}), & L_{22}&=0.
\end{aligned}
\]

The terms with \(K_{12}\) therefore drop out. The two remaining equations are Dyson equations with sources \(1\) and \(0\), so they are equivalent to

\[
(w-H)L_{11}=\sigma,\qquad (w-H)L_{12}=0 .
\]

If \(w\) is not an eigenvalue, \(w-H\) is invertible. Then \(L_{11}=(w-H)^{-1}\sigma\) and \(L_{12}=0\), which is the unique solution.

Conversely, let \(L\) be any solution. Then

\[
(w-H)L_{11}\sigma=\sigma^2=1 ,
\]

so the square matrix \(w-H\) has a right inverse and is invertible. Hence \(w\) is not an eigenvalue. This argument uses only the existence of a solution, which is why none is left at an eigenvalue.

## A frequency on a free pole

Take a single resonant pair with energy \(e\) and kernel \(k\), and no other pairs. Then \(H=e+k\), and away from \(w=e\) the solution, where it exists, is \(L=1/(w-e-k)\).

At \(w=e\) the free propagator is undefined, and so is the equation. Lean sets \(0^{-1}=0\), which turns the equation into \(L=0\), with exactly one solution. Without the assumption `OffPole`, both parts of the theorem would then fail:

- For \(k=0\), the frequency \(w=e\) is an eigenvalue of \(H\), yet the solution is unique.
- For \(k\neq0\), it is not an eigenvalue, but the resolvent formula gives \(-1/k\) and not \(0\).

## The Lean file

```lean
import Mathlib

open Matrix

namespace BetheSalpeterStatic

noncomputable section

variable {r a z n : Type*} [Fintype r] [Fintype a] [Fintype n]
  [DecidableEq r] [DecidableEq a] [DecidableEq n]

/-- The metric `σ`: `+1` on resonant pairs and `-1` on antiresonant pairs. -/
def sigma : Matrix (r ⊕ a) (r ⊕ a) ℂ :=
  diagonal (Sum.elim (fun _ => 1) (fun _ => -1))

/-- The free pair propagator on the active pairs: `1/(w - E)` on resonant and `-1/(w + E)` on
antiresonant pairs, for `w` such that no denominator vanishes. -/
def freeActive (E : r ⊕ a → ℂ) (w : ℂ) : Matrix (r ⊕ a) (r ⊕ a) ℂ :=
  diagonal (Sum.elim (fun i => (w - E (.inl i))⁻¹) (fun j => -(w + E (.inr j))⁻¹))

/-- The free pair propagator `L0` on all pairs, zero on the equal-occupation pairs `z`, for `w` such
that no denominator `w - E` (resonant) or `w + E` (antiresonant) vanishes. -/
def freeL (E : r ⊕ a → ℂ) (w : ℂ) : Matrix ((r ⊕ a) ⊕ z) ((r ⊕ a) ⊕ z) ℂ :=
  fromBlocks (freeActive E w) 0 0 0

/-- The frequency `w` is not a pole of the free pair propagator. -/
def OffPole (E : r ⊕ a → ℂ) (w : ℂ) : Prop :=
  (∀ i, w - E (.inl i) ≠ 0) ∧ ∀ j, w + E (.inr j) ≠ 0

/-- The Bethe-Salpeter Hamiltonian `H = σ (D + K_active)`, with `D` the diagonal matrix of pair
energies and `K_active` the block of the kernel between active pairs. -/
def bseH (E : r ⊕ a → ℂ) (K : Matrix ((r ⊕ a) ⊕ z) ((r ⊕ a) ⊕ z) ℂ) :
    Matrix (r ⊕ a) (r ⊕ a) ℂ :=
  sigma * (diagonal E + K.toBlocks₁₁)

/-- The number `w` is an eigenvalue of the Hamiltonian `H`. -/
def IsExcitation (H : Matrix n n ℂ) (w : ℂ) : Prop :=
  ∃ v : n → ℂ, v ≠ 0 ∧ H *ᵥ v = w • v

/-- The metric squares to the identity. -/
theorem sigma_mul_sigma : (sigma : Matrix (r ⊕ a) (r ⊕ a) ℂ) * sigma = 1 := by
  rw [sigma, diagonal_mul_diagonal, ← diagonal_one]
  refine congrArg diagonal (funext fun p => ?_)
  rcases p with i | j <;> simp

/-- Away from its poles, the free propagator on active pairs has the inverse `w σ - D`. -/
theorem inverse_free (E : r ⊕ a → ℂ) (w : ℂ) (h : OffPole E w) :
    (w • sigma - diagonal E) * freeActive E w = 1 := by
  rw [sigma, freeActive, ← diagonal_smul, diagonal_sub, diagonal_mul_diagonal, ← diagonal_one]
  refine congrArg diagonal (funext fun p => ?_)
  rcases p with i | j
  · change (w * 1 - E (.inl i)) * (w - E (.inl i))⁻¹ = 1
    rw [mul_one, mul_inv_cancel₀ (h.1 i)]
  · change (w * (-1) - E (.inr j)) * -(w + E (.inr j))⁻¹ = 1
    linear_combination mul_inv_cancel₀ (h.2 j)

/-- The metric times `w - H` is `w σ - D` minus the active block of the kernel. -/
theorem sigma_mul_resolvent (E : r ⊕ a → ℂ) (K : Matrix ((r ⊕ a) ⊕ z) ((r ⊕ a) ⊕ z) ℂ) (w : ℂ) :
    sigma * (w • 1 - bseH E K) = w • sigma - diagonal E - K.toBlocks₁₁ := by
  rw [bseH, mul_sub, ← mul_assoc, sigma_mul_sigma, one_mul, Matrix.mul_smul, mul_one,
    sub_add_eq_sub_sub]

/-- Away from the free poles, the Dyson equation on active pairs with source `B` is the linear
equation `(w - H) X = σ B`. -/
theorem dyson_iff {m : Type*} (E : r ⊕ a → ℂ) (K : Matrix ((r ⊕ a) ⊕ z) ((r ⊕ a) ⊕ z) ℂ) (w : ℂ)
    (h : OffPole E w) (B X : Matrix (r ⊕ a) m ℂ) :
    X = freeActive E w * (B + K.toBlocks₁₁ * X) ↔
      (w • 1 - bseH E K) * X = (sigma : Matrix (r ⊕ a) (r ⊕ a) ℂ) * B := by
  have hPG := inverse_free E w h
  have hGP := mul_eq_one_comm.1 hPG
  constructor
  · intro hX
    have h1 : (w • sigma - diagonal E) * X = B + K.toBlocks₁₁ * X := by
      calc (w • sigma - diagonal E) * X
          = (w • sigma - diagonal E) * (freeActive E w * (B + K.toBlocks₁₁ * X)) := by rw [← hX]
        _ = B + K.toBlocks₁₁ * X := by rw [← Matrix.mul_assoc, hPG, Matrix.one_mul]
    calc (w • 1 - bseH E K) * X
        = (sigma : Matrix (r ⊕ a) (r ⊕ a) ℂ) *
            ((sigma : Matrix (r ⊕ a) (r ⊕ a) ℂ) * (w • 1 - bseH E K) * X) := by
          rw [← Matrix.mul_assoc, ← Matrix.mul_assoc, sigma_mul_sigma, Matrix.one_mul]
      _ = (sigma : Matrix (r ⊕ a) (r ⊕ a) ℂ) * B := by
          rw [sigma_mul_resolvent, Matrix.sub_mul, h1, add_sub_cancel_right]
  · intro hX
    have h3 : (w • sigma - diagonal E) * X - K.toBlocks₁₁ * X = B := by
      rw [← Matrix.sub_mul, ← sigma_mul_resolvent E K w, Matrix.mul_assoc, hX,
        ← Matrix.mul_assoc, sigma_mul_sigma, Matrix.one_mul]
    rw [← h3, sub_add_cancel, ← Matrix.mul_assoc, hGP, Matrix.one_mul]

/-- A frequency is not an eigenvalue of `H` exactly when `w - H` has an invertible determinant. -/
theorem not_excitation_iff (H : Matrix n n ℂ) (w : ℂ) :
    ¬ IsExcitation H w ↔ IsUnit (w • 1 - H).det := by
  rw [isUnit_iff_ne_zero, ne_eq, ← exists_mulVec_eq_zero_iff, not_iff_not]
  refine exists_congr fun v => and_congr_right fun _ => ?_
  rw [sub_mulVec, smul_mulVec, one_mulVec, sub_eq_zero]
  exact eq_comm

variable [Fintype z]

/-- The Bethe-Salpeter equation `L = L0 + L0 K L` at frequency `w`. -/
def SolvesBSE (E : r ⊕ a → ℂ) (K : Matrix ((r ⊕ a) ⊕ z) ((r ⊕ a) ⊕ z) ℂ) (w : ℂ)
    (L : Matrix ((r ⊕ a) ⊕ z) ((r ⊕ a) ⊕ z) ℂ) : Prop :=
  L = freeL E w + freeL E w * K * L

variable (E : r ⊕ a → ℂ) (K L : Matrix ((r ⊕ a) ⊕ z) ((r ⊕ a) ⊕ z) ℂ) (w : ℂ)

/-- Away from the free poles, `L` solves the Bethe-Salpeter equation exactly when its
equal-occupation rows vanish and its active rows obey `(w - H) L = (σ, 0)`. -/
theorem solves_iff_blocks (h : OffPole E w) :
    SolvesBSE E K w L ↔ (w • 1 - bseH E K) * L.toBlocks₁₁ = sigma ∧
      (w • 1 - bseH E K) * L.toBlocks₁₂ = 0 ∧ L.toBlocks₂₁ = 0 ∧ L.toBlocks₂₂ = 0 := by
  obtain ⟨A, B, C, D, rfl⟩ : ∃ A B C D, L = fromBlocks A B C D :=
    ⟨_, _, _, _, (fromBlocks_toBlocks L).symm⟩
  -- the right-hand side of the equation, block by block
  have e : freeL E w + freeL E w * K * fromBlocks A B C D = fromBlocks
      (freeActive E w * (1 + K.toBlocks₁₁ * A) + freeActive E w * K.toBlocks₁₂ * C)
      (freeActive E w * (0 + K.toBlocks₁₁ * B) + freeActive E w * K.toBlocks₁₂ * D) 0 0 := by
    conv_lhs => rw [← fromBlocks_toBlocks K]
    rw [freeL, fromBlocks_multiply, fromBlocks_multiply, fromBlocks_add]
    simp [Matrix.mul_add, Matrix.mul_assoc, add_assoc]
  have d1 := dyson_iff E K w h 1 A
  have d2 := dyson_iff E K w h 0 B
  rw [Matrix.mul_one] at d1
  rw [Matrix.mul_zero] at d2
  rw [SolvesBSE, e, fromBlocks_inj, toBlocks_fromBlocks₁₁, toBlocks_fromBlocks₁₂,
    toBlocks_fromBlocks₂₁, toBlocks_fromBlocks₂₂, ← d1, ← d2]
  constructor
  · rintro ⟨h1, h2, rfl, rfl⟩
    rw [Matrix.mul_zero, add_zero] at h1 h2
    exact ⟨h1, h2, rfl, rfl⟩
  · rintro ⟨h1, h2, rfl, rfl⟩
    refine ⟨?_, ?_, rfl, rfl⟩ <;> rw [Matrix.mul_zero, add_zero] <;> assumption

/-- Away from the free poles and the eigenvalues of `H`, the Bethe-Salpeter equation is solved by
`(w - H)⁻¹ σ` on active pairs, with zeros elsewhere, and by nothing else. -/
theorem solves_iff_eq_resolvent (h : OffPole E w) (hw : ¬ IsExcitation (bseH E K) w) :
    SolvesBSE E K w L ↔ L = fromBlocks ((w • 1 - bseH E K)⁻¹ * sigma) 0 0 0 := by
  have hu := (not_excitation_iff _ _).1 hw
  rw [solves_iff_blocks E K L w h]
  constructor
  · rintro ⟨h1, h2, h3, h4⟩
    have a1 : L.toBlocks₁₁ = (w • 1 - bseH E K)⁻¹ * sigma := by
      rw [← h1, ← Matrix.mul_assoc, nonsing_inv_mul _ hu, Matrix.one_mul]
    have a2 : L.toBlocks₁₂ = 0 := by
      calc L.toBlocks₁₂ = (w • 1 - bseH E K)⁻¹ * ((w • 1 - bseH E K) * L.toBlocks₁₂) := by
            rw [← Matrix.mul_assoc, nonsing_inv_mul _ hu, Matrix.one_mul]
        _ = 0 := by rw [h2, Matrix.mul_zero]
    rw [← fromBlocks_toBlocks L, a1, a2, h3, h4]
  · rintro rfl
    refine ⟨?_, ?_, ?_, ?_⟩
    · rw [toBlocks_fromBlocks₁₁, ← Matrix.mul_assoc, mul_nonsing_inv _ hu, Matrix.one_mul]
    · rw [toBlocks_fromBlocks₁₂, Matrix.mul_zero]
    · rw [toBlocks_fromBlocks₂₁]
    · rw [toBlocks_fromBlocks₂₂]

/-- At an eigenvalue of `H` that is not a free pole, the Bethe-Salpeter equation has no solution. -/
theorem no_solution_at_excitation (h : OffPole E w) (hw : IsExcitation (bseH E K) w) :
    ¬ SolvesBSE E K w L := by
  intro hL
  have h1 := ((solves_iff_blocks E K L w h).1 hL).1
  -- a solution would provide a right inverse of `w - H`
  have h2 : (w • 1 - bseH E K) * (L.toBlocks₁₁ * sigma) = 1 := by
    rw [← Matrix.mul_assoc, h1, sigma_mul_sigma]
  exact (not_excitation_iff _ _).2 (isUnit_det_of_right_inverse h2) hw

/-- Away from the free poles, the Bethe-Salpeter equation has a unique solution exactly when `w` is
not an eigenvalue of `H`; the solution is then `(w - H)⁻¹ σ` on active pairs and zero elsewhere. -/
theorem bse_unique_solution_iff (h : OffPole E w) :
    ((∃! L, SolvesBSE E K w L) ↔ ¬ IsExcitation (bseH E K) w) ∧
      (¬ IsExcitation (bseH E K) w → ∀ L, SolvesBSE E K w L →
        L = fromBlocks ((w • 1 - bseH E K)⁻¹ * sigma) 0 0 0) := by
  refine ⟨⟨?_, fun hw => ?_⟩, fun hw L hL => (solves_iff_eq_resolvent E K L w h hw).1 hL⟩
  · rintro ⟨L, hL, _⟩ hw
    exact no_solution_at_excitation E K L w h hw hL
  · exact ⟨_, (solves_iff_eq_resolvent E K _ w h hw).2 rfl,
      fun L hL => (solves_iff_eq_resolvent E K L w h hw).1 hL⟩


end

end BetheSalpeterStatic
```

```lean
#print axioms BetheSalpeterStatic.bse_unique_solution_iff
```

```
'BetheSalpeterStatic.bse_unique_solution_iff' depends on axioms: [propext, Classical.choice, Quot.sound]
```

## The same steps in Lean

**The algebra on active pairs.** `sigma_mul_sigma` proves \(\sigma^2=1\) by comparing diagonal entries in the two sectors. `inverse_free` does the same for \((w\sigma-D)G=1\), and this is where the two halves of `OffPole` are used. `sigma_mul_resolvent` is the identity for \(\sigma(w-H)\); despite its name, it concerns \(w-H\) itself and not the resolvent \((w-H)^{-1}\).

`dyson_iff` combines them. Its forward direction multiplies the Dyson equation by \(w\sigma-D\), and its backward direction multiplies by \(G\). The second needs the product in the other order, \(G(w\sigma-D)=1\), which `mul_eq_one_comm` supplies for square matrices. The source may have any set of columns, so the lemma serves for both \(L_{11}\) and \(L_{12}\).

**Eigenvalues and determinants.** `not_excitation_iff` translates the absence of an eigenvector into an invertible determinant of \(w-H\). It uses the fact that a square matrix has zero determinant exactly when it sends some nonzero vector to zero.

**The block equations.** `solves_iff_blocks` writes \(L\) as four blocks. The intermediate equation `e` computes \(L_0+L_0KL\) block by block, and `fromBlocks_inj` turns the matrix equation into four equations. The instances `d1` and `d2` of `dyson_iff` have sources \(1\) and \(0\). In both directions, the vanishing lower blocks are substituted first, which removes the terms with \(K_{12}\).

**Solution and obstruction.** In `solves_iff_eq_resolvent` the invertible determinant allows multiplication by \((w-H)^{-1}\), which fixes \(L_{11}\) and \(L_{12}\). The reverse direction inserts the proposed matrix and checks the four block equations. `no_solution_at_excitation` builds the right inverse \(L_{11}\sigma\) and obtains a contradiction from `isUnit_det_of_right_inverse`.

The final theorem assembles these results. A unique solution is in particular a solution, so \(w\) cannot be an eigenvalue. If \(w\) is not an eigenvalue, `solves_iff_eq_resolvent` provides existence, uniqueness and the formula.
